# The lowest-Landau-level density matrix as a convergent sum over angular momenta

Take non-interacting, spinless electrons that fill the lowest Landau level of an infinite plane, with positions written as z = x + iy. In the symmetric gauge, and with the magnetic field pointing so that the orbitals contain powers of z and not of its conjugate, the one-particle density matrix is the sum over all angular momenta m ≥ 0 of φ_m(z) times the conjugate of φ_m(w). The orbitals are φ_m(z) = z^m exp(−|z|²/4)/√(2π 2^m m!), with lengths in units of the magnetic length and the normalising factor written into the definition. The theorem says that, for any two complex positions z and w, this sum converges to exp(z w̄/2 − |z|²/4 − |w|²/4)/(2π). The attempt takes the exponential series in z w̄/2, multiplies it by the two Gaussian factors over 2π, and uses `convert` to match the result to the claim, first term by term and then in the value of the sum.

An attempt in Lean 4 with a fault in it:

```lean
import Mathlib

open MeasureTheory
open scoped Real ComplexConjugate

namespace LowestLandauLevel

noncomputable section

/-- The lowest-Landau-level orbital of angular momentum `m`, with lengths in units of the
magnetic length. -/
def orbital (m : ℕ) (z : ℂ) : ℂ :=
  z ^ m * ((Real.exp (-‖z‖ ^ 2 / 4) : ℝ) : ℂ) / ((√(2 * π * 2 ^ m * m.factorial) : ℝ) : ℂ)

/-- The sum over angular momenta in the density matrix converges to a Gaussian kernel. -/
theorem hasSum_kernel (z w : ℂ) :
    HasSum (fun m : ℕ => orbital m z * conj (orbital m w))
      (Complex.exp (z * conj w / 2 - (‖z‖ : ℂ) ^ 2 / 4 - (‖w‖ : ℂ) ^ 2 / 4) / (2 * (π : ℂ))) := by
  -- the exponential series in `z * conj w / 2`
  have hexp : HasSum (fun n : ℕ => (z * conj w / 2) ^ n / (n.factorial : ℂ))
      (Complex.exp (z * conj w / 2)) := by
    rw [Complex.exp_eq_exp_ℂ]
    exact NormedSpace.expSeries_div_hasSum_exp (z * conj w / 2)
  have h := hexp.mul_left (((Real.exp (-‖z‖ ^ 2 / 4) : ℝ) : ℂ) *
    ((Real.exp (-‖w‖ ^ 2 / 4) : ℝ) : ℂ) / (2 * (π : ℂ)))
  convert h using 1
  · funext m
    have hs : ((√(2 * π * 2 ^ m * m.factorial) : ℝ) : ℂ) *
        ((√(2 * π * 2 ^ m * m.factorial) : ℝ) : ℂ) = 2 * (π : ℂ) * 2 ^ m * (m.factorial : ℂ) := by
      rw [← Complex.ofReal_mul, Real.mul_self_sqrt (by positivity)]
      norm_cast
    have hπ : (π : ℂ) ≠ 0 := Complex.ofReal_ne_zero.mpr Real.pi_ne_zero
    have hf : (m.factorial : ℂ) ≠ 0 := Nat.cast_ne_zero.mpr m.factorial_ne_zero
    simp only [orbital, map_div₀, map_mul, map_pow, Complex.conj_ofReal]
    rw [div_mul_div_comm, hs, div_pow, mul_pow]
    field_simp <;> ring
  · rw [Complex.ofReal_exp, Complex.ofReal_exp, div_mul_eq_mul_div, ← Complex.exp_add,
      ← Complex.exp_add]
    congr 2
    push_cast
    ring

end

end LowestLandauLevel
```

Compiling this gives:

```
Main.lean:27:4: error: Tactic `apply` failed: could not unify the conclusion of `@funext`
  ?f = ?g
with the goal
  Complex.instAddCommMonoid =
    Complex.instNonUnitalCommRing.toNonUnitalNonAssocCommRing.toNonUnitalNonAssocSemiring.toAddCommMonoid

Note: The full type of `@funext` is
  ∀ {α : Sort ?u.161} {β : α → Sort ?u.160} {f g : (x : α) → β x}, (∀ (x : α), f x = g x) → f = g

case e'_3
z w : ℂ
hexp : HasSum (fun n => (z * (starRingEnd ℂ) w / 2) ^ n / ↑n.factorial) (Complex.exp (z * (starRingEnd ℂ) w / 2))
h :
  HasSum
    (fun i =>
      ↑(rexp (-‖z‖ ^ 2 / 4)) * ↑(rexp (-‖w‖ ^ 2 / 4)) / (2 * ↑π) * ((z * (starRingEnd ℂ) w / 2) ^ i / ↑i.factorial))
    (↑(rexp (-‖z‖ ^ 2 / 4)) * ↑(rexp (-‖w‖ ^ 2 / 4)) / (2 * ↑π) * Complex.exp (z * (starRingEnd ℂ) w / 2))
⊢ Complex.instAddCommMonoid =
    Complex.instNonUnitalCommRing.toNonUnitalNonAssocCommRing.toNonUnitalNonAssocSemiring.toAddCommMonoid
Main.lean:37:48: error: Tactic `rewrite` failed: Did not find an occurrence of the pattern
  ?a / ?b * ?c
in the target expression
  (fun m => orbital m z * (starRingEnd ℂ) (orbital m w)) = fun i =>
    Complex.exp ↑(-‖z‖ ^ 2 / 4) * Complex.exp ↑(-‖w‖ ^ 2 / 4) / (2 * ↑π) *
      ((z * (starRingEnd ℂ) w / 2) ^ i / ↑i.factorial)

case e'_5
z w : ℂ
hexp : HasSum (fun n => (z * (starRingEnd ℂ) w / 2) ^ n / ↑n.factorial) (Complex.exp (z * (starRingEnd ℂ) w / 2))
h :
  HasSum
    (fun i =>
      ↑(rexp (-‖z‖ ^ 2 / 4)) * ↑(rexp (-‖w‖ ^ 2 / 4)) / (2 * ↑π) * ((z * (starRingEnd ℂ) w / 2) ^ i / ↑i.factorial))
    (↑(rexp (-‖z‖ ^ 2 / 4)) * ↑(rexp (-‖w‖ ^ 2 / 4)) / (2 * ↑π) * Complex.exp (z * (starRingEnd ℂ) w / 2))
⊢ (fun m => orbital m z * (starRingEnd ℂ) (orbital m w)) = fun i =>
    Complex.exp ↑(-‖z‖ ^ 2 / 4) * Complex.exp ↑(-‖w‖ ^ 2 / 4) / (2 * ↑π) *
      ((z * (starRingEnd ℂ) w / 2) ^ i / ↑i.factorial)
Main.lean:18:96: error: unsolved goals
case e'_6
z w : ℂ
hexp : HasSum (fun n => (z * (starRingEnd ℂ) w / 2) ^ n / ↑n.factorial) (Complex.exp (z * (starRingEnd ℂ) w / 2))
h :
  HasSum
    (fun i =>
      ↑(rexp (-‖z‖ ^ 2 / 4)) * ↑(rexp (-‖w‖ ^ 2 / 4)) / (2 * ↑π) * ((z * (starRingEnd ℂ) w / 2) ^ i / ↑i.factorial))
    (↑(rexp (-‖z‖ ^ 2 / 4)) * ↑(rexp (-‖w‖ ^ 2 / 4)) / (2 * ↑π) * Complex.exp (z * (starRingEnd ℂ) w / 2))
⊢ Complex.exp (z * (starRingEnd ℂ) w / 2 - ↑‖z‖ ^ 2 / 4 - ↑‖w‖ ^ 2 / 4) / (2 * ↑π) =
    ↑(rexp (-‖z‖ ^ 2 / 4)) * ↑(rexp (-‖w‖ ^ 2 / 4)) / (2 * ↑π) * Complex.exp (z * (starRingEnd ℂ) w / 2)
```

Cause. `convert h using 1` leaves three goals, but the proof has bullets for only two. The extra goal, which comes first, asks that two `AddCommMonoid` instances on ℂ be equal: the one in the theorem's statement and the one in `h`. So `funext m`, meant for the summands, meets an equation between instances and fails.

The second bullet, meant for the value of the sum, then gets the summands. Its rewrite with `div_mul_eq_mul_div` fails because the only product of the form `?a / ?b * ?c` there lies under `fun i` and its last factor contains the bound `i`, which `rw` cannot match. The value of the sum is left with no bullet at all, hence the "unsolved goals" error.

The new line `· rfl` closes the instance goal, since the two instances are equal by definition, and each old bullet then meets the goal it was written for. Cutting `<;> ring` is mere tidying: `field_simp` already closes its goal, so `ring` would have had nothing to run on.

As a diff, the version that Lean accepts:

```diff
@@ -25,4 +25,5 @@
     ((Real.exp (-‖w‖ ^ 2 / 4) : ℝ) : ℂ) / (2 * (π : ℂ)))
   convert h using 1
+  · rfl
   · funext m
     have hs : ((√(2 * π * 2 ^ m * m.factorial) : ℝ) : ℂ) *
@@ -34,5 +35,5 @@
     simp only [orbital, map_div₀, map_mul, map_pow, Complex.conj_ofReal]
     rw [div_mul_div_comm, hs, div_pow, mul_pow]
-    field_simp <;> ring
+    field_simp
   · rw [Complex.ofReal_exp, Complex.ofReal_exp, div_mul_eq_mul_div, ← Complex.exp_add,
       ← Complex.exp_add]
```
